# The spin-one matrix of a product is the product of the spin-one matrices

For a two-by-two complex matrix U acting alike on two spins one-half, D¹(U) is the three-by-three matrix of U ⊗ U on the orthonormal triplet states m = 1, 0, -1. The lemma `tripletRep_mul` states that D¹(UV) = D¹(U) D¹(V) for any two such matrices, which need not be unitary. The attempt passes to the basis of singlet and triplet, where U ⊗ U is block diagonal by `singlet_triplet_blocks`. It inserts the complete set of coupled states between U ⊗ U and V ⊗ V, and then compares the triplet blocks.

This version doesn't compile in Lean 4 with Mathlib:

```lean
import Mathlib

open Matrix ComplexConjugate Real
open scoped Kronecker

namespace WignerRotation

noncomputable section

/-- The square root of two as a complex number. -/
def rootTwo : ℂ := (√2 : ℝ)

/-- Spin amplitudes of the singlet and of the triplet states m = 1, 0, -1; 1/√2 is written √2/2. -/
def coupled : Fin 1 ⊕ Fin 3 → Matrix (Fin 2) (Fin 2) ℂ :=
  Sum.elim (fun _ => !![0, rootTwo / 2; -(rootTwo / 2), 0])
    ![!![1, 0; 0, 0], !![0, rootTwo / 2; rootTwo / 2, 0], !![0, 0; 0, 1]]

/-- The singlet-triplet matrix, from the product basis of two spins to the coupled basis. -/
def coupling : Matrix (Fin 1 ⊕ Fin 3) (Fin 2 × Fin 2) ℂ :=
  Matrix.of fun r p => coupled r p.1 p.2

/-- The spin-one matrix D¹(U) built from a two-by-two matrix U. -/
def tripletRep (U : Matrix (Fin 2) (Fin 2) ℂ) : Matrix (Fin 3) (Fin 3) ℂ :=
  !![U 0 0 ^ 2, rootTwo * U 0 0 * U 0 1, U 0 1 ^ 2;
     rootTwo * U 0 0 * U 1 0, U 0 0 * U 1 1 + U 0 1 * U 1 0, rootTwo * U 0 1 * U 1 1;
     U 1 0 ^ 2, rootTwo * U 1 0 * U 1 1, U 1 1 ^ 2]

/-- The square of √2 is 2. -/
theorem rootTwo_sq : rootTwo * rootTwo = 2 := by
  have h : √2 * √2 = 2 := Real.mul_self_sqrt (by norm_num)
  unfold rootTwo
  exact_mod_cast h

/-- The singlet and triplet states are orthonormal and complete. -/
theorem coupling_orthogonal : coupling * couplingᵀ = 1 ∧ couplingᵀ * coupling = 1 := by
  have h := rootTwo_sq
  constructor
  · ext r s
    rcases r with r | r <;> rcases s with s | s <;> fin_cases r <;> fin_cases s <;>
      simp [coupling, coupled, Matrix.mul_apply, Fintype.sum_prod_type] <;>
      grind
  · ext ⟨a, b⟩ ⟨c, d⟩
    fin_cases a <;> fin_cases b <;> fin_cases c <;> fin_cases d <;>
      simp [coupling, coupled, Matrix.mul_apply, Fintype.sum_sum_type, Fin.sum_univ_succ] <;>
      grind

/-- In the coupled basis U ⊗ U is block diagonal: det U on the singlet, D¹(U) on the triplet. -/
theorem singlet_triplet_blocks (U : Matrix (Fin 2) (Fin 2) ℂ) :
    coupling * (U ⊗ₖ U) * couplingᵀ =
      Matrix.fromBlocks (Matrix.of fun _ _ => U.det) 0 0 (tripletRep U) := by
  have h := rootTwo_sq
  ext r s
  rcases r with r | r <;> rcases s with s | s <;> fin_cases r <;> fin_cases s <;>
    simp [coupling, coupled, Matrix.mul_apply, Fintype.sum_prod_type, Fin.sum_univ_two,
      Matrix.det_fin_two, tripletRep, -mul_eq_mul_left_iff, -mul_eq_mul_right_iff] <;>
    grind

/-- D¹ of a product is the product of the D¹ matrices. -/
theorem tripletRep_mul (U V : Matrix (Fin 2) (Fin 2) ℂ) :
    tripletRep (U * V) = tripletRep U * tripletRep V := by
  have h := singlet_triplet_blocks (U * V)
  rw [Matrix.mul_kronecker_mul] at h
  -- insert the complete set of coupled states between the two factors
  have h' : coupling * ((U ⊗ₖ U) * (V ⊗ₖ V)) * couplingᵀ =
      (coupling * (U ⊗ₖ U) * couplingᵀ) * (coupling * (V ⊗ₖ V) * couplingᵀ) := by
    calc _ = coupling * (U ⊗ₖ U) * 1 * (V ⊗ₖ V) * couplingᵀ := by
          simp only [Matrix.mul_one, Matrix.mul_assoc]
      _ = _ := by
          rw [← coupling_orthogonal.2]
          simp only [Matrix.mul_assoc]
  rw [h', singlet_triplet_blocks U, singlet_triplet_blocks V, Matrix.fromBlocks_multiply] at h
  have h4 := (Matrix.fromBlocks_inj.mp h).2.2.2
  rw [Matrix.zero_mul, zero_add] at h4
  exact h4.symm

end

end WignerRotation
```

Lean reports:

```
Main.lean:66:13: error(lean.synthInstanceFailed): failed to synthesize instance of type class
  HMul (Matrix (Fin 1 ⊕ Fin 3) (Fin 2 × Fin 2) ℂ) ℕ (Matrix (Fin 2 × Fin 2) (Fin 2 × Fin 2) ℂ)

Hint: Type class instance resolution failures can be inspected with the `set_option trace.Meta.synthInstance true` command.
Main.lean:66:63: error: unsolved goals
U V : Matrix (Fin 2) (Fin 2) ℂ
h :
  coupling * (kroneckerMap (fun x1 x2 => x1 * x2) U U * kroneckerMap (fun x1 x2 => x1 * x2) V V) * couplingᵀ =
    fromBlocks (of fun x x_1 => (U * V).det) 0 0 (tripletRep (U * V))
⊢ ?m.154 =
    coupling * kroneckerMap (fun x1 x2 => x1 * x2) U U * 1 * (kroneckerMap (fun x1 x2 => x1 * x2) V V * couplingᵀ)
Main.lean:69:14: error: Tactic `rewrite` failed: Did not find an occurrence of the pattern
  1
in the target expression
  coupling * kroneckerMap (fun x1 x2 => x1 * x2) U U * 1 * kroneckerMap (fun x1 x2 => x1 * x2) V V * couplingᵀ = ?m.213

U V : Matrix (Fin 2) (Fin 2) ℂ
h :
  coupling * (kroneckerMap (fun x1 x2 => x1 * x2) U U * kroneckerMap (fun x1 x2 => x1 * x2) V V) * couplingᵀ =
    fromBlocks (of fun x x_1 => (U * V).det) 0 0 (tripletRep (U * V))
⊢ coupling * kroneckerMap (fun x1 x2 => x1 * x2) U U * 1 * kroneckerMap (fun x1 x2 => x1 * x2) V V * couplingᵀ = ?m.213
Main.lean:66:4: error: 'calc' expression has type
  ?m.154 = ?m.213
but is expected to have type
  coupling * (kroneckerMap (fun x1 x2 => x1 * x2) U U * kroneckerMap (fun x1 x2 => x1 * x2) V V) * couplingᵀ =
    coupling * kroneckerMap (fun x1 x2 => x1 * x2) U U * couplingᵀ *
      (coupling * kroneckerMap (fun x1 x2 => x1 * x2) V V * couplingᵀ)
Main.lean:67:21: warning: This simp argument is unused:
  Matrix.mul_one

Hint: Omit it from the simp argument list.
  [apply] simp only [Matrix.mul_assoc]

Note: This linter can be disabled with `set_option linter.unusedSimpArgs false`
```

What went wrong. The first error concerns the `1` in the middle of the `calc` chain. It was meant as the identity matrix, but the factors of a matrix product may have different types, so the neighbouring matrices did not fix the type of `1`. Lean fell back on the natural numbers, and there is no instance for the product of a matrix and a natural number that the chain then needs.

The other messages follow from this. `Matrix.mul_one` is about the identity matrix, so it could not remove this `1` and is reported as unused. `rw [← coupling_orthogonal.2]` looked for the identity matrix and did not find it. The last error is a mismatch of types. The first message shows that Lean gave the product with `1` rows indexed by `Fin 2 × Fin 2`, and the whole chain inherited them. The stated equation is between matrices with rows indexed by `Fin 1 ⊕ Fin 3`, so the two ends written `_` could not be filled in from it.

The repair writes no `1`. The equation `e` has `couplingᵀ * coupling` in the middle, and its two sides differ only in their brackets, so `Matrix.mul_assoc` proves it. Rewriting with `coupling_orthogonal.2` then turns that product into an identity matrix whose type is already fixed, and `Matrix.mul_one` removes it. The added `Matrix.mul_assoc coupling (U ⊗ₖ U)` brackets the right side as in `h`, so that `h` can rewrite it. The blocks are now compared in `e` instead of `h`. The new wording of the comment is mere tidying.

The change, after which it compiles:

```diff
@@ -61,14 +61,11 @@
   have h := singlet_triplet_blocks (U * V)
   rw [Matrix.mul_kronecker_mul] at h
-  -- insert the complete set of coupled states between the two factors
-  have h' : coupling * ((U ⊗ₖ U) * (V ⊗ₖ V)) * couplingᵀ =
-      (coupling * (U ⊗ₖ U) * couplingᵀ) * (coupling * (V ⊗ₖ V) * couplingᵀ) := by
-    calc _ = coupling * (U ⊗ₖ U) * 1 * (V ⊗ₖ V) * couplingᵀ := by
-          simp only [Matrix.mul_one, Matrix.mul_assoc]
-      _ = _ := by
-          rw [← coupling_orthogonal.2]
-          simp only [Matrix.mul_assoc]
-  rw [h', singlet_triplet_blocks U, singlet_triplet_blocks V, Matrix.fromBlocks_multiply] at h
-  have h4 := (Matrix.fromBlocks_inj.mp h).2.2.2
+  -- the coupled states between the two factors form a complete set
+  have e : (coupling * (U ⊗ₖ U) * couplingᵀ) * (coupling * (V ⊗ₖ V) * couplingᵀ) =
+      coupling * (U ⊗ₖ U) * (couplingᵀ * coupling) * (V ⊗ₖ V) * couplingᵀ := by
+    simp only [Matrix.mul_assoc]
+  rw [coupling_orthogonal.2, Matrix.mul_one, singlet_triplet_blocks U, singlet_triplet_blocks V,
+    Matrix.fromBlocks_multiply, Matrix.mul_assoc coupling (U ⊗ₖ U), h] at e
+  have h4 := (Matrix.fromBlocks_inj.mp e).2.2.2
   rw [Matrix.zero_mul, zero_add] at h4
   exact h4.symm
```
